# The Yamaguchi ratio is the same for all spin weights exactly when the levels are affine in S(S+1)

## Three levels, two slopes

Take one energy level for each total spin S = 0, 1, 2, with energies E_0, E_1, E_2. The values of S(S+1) are 0, 2 and 6. A state that contains these spins with probabilities p_0, p_1, p_2, where p_2 < 1, has the Yamaguchi ratio

(p_0 (E_0 − E_2) + p_1 (E_1 − E_2)) / (6 p_0 + 4 p_1).

Pure S = 0 gives (E_0 − E_2)/6, and pure S = 1 gives (E_1 − E_2)/4. Any other admissible state gives a weighted mean of these two numbers, with weights proportional to 6 p_0 and 4 p_1. The ratio is therefore independent of the state exactly when the two numbers agree, which means that the three levels lie on one line in S(S+1).

For example, let E_0 = 0, E_1 = −2.4 and E_2 = −9.6. The pure spins give 9.6/6 = 1.6 and 7.2/4 = 1.8. An equal mixture of S = 0 and S = 1 has mean energy −1.2 and mean squared spin 1, so its ratio is 8.4/5 = 1.68.

## Exchange couplings from broken-symmetry states

The ratio is used to estimate an exchange coupling J from a broken-symmetry and a high-spin calculation. In the present model, with one fixed level per spin, its independence of spin contamination is equivalent to a Heisenberg-like spectrum.

Write x_S = S(S+1) and ⟨f⟩ = Σ p_S f_S, with S running from 0 to N. The ratio is

R(p) = (⟨E⟩ − E_N) / (x_N − ⟨x⟩).

Heisenberg-like means E_S = a − J x_S for some real a and J. For two centres with spin operators S₁ and S₂, each of spin N/2, this matches H = −2J S₁·S₂ up to a constant, so positive J is ferromagnetic.

## What is stated

Levels and weights are real functions on `Fin (N + 1)`, whose elements are the integer spins 0 to N. `IsBrokenSymmetry p` says that the weights are nonnegative, sum to one and satisfy p_N < 1. The theorem `yamaguchi_constant_iff` says that any two such weights give the same ratio if and only if `HeisenbergLike E` holds. For N = 0 there are no such weights and the single level is trivially affine; for N = 1 two levels always lie on a line.

The model contains no determinants or density functionals. It takes the energy to be the weighted average of levels that stay the same from state to state, and the high-spin state to be pure. Half-integer total spins are left out. The weights range over all admissible distributions, and the Lean file calls each of them a broken-symmetry state. This is wider than normal usage: it includes pure spins, which have no spin contamination and which a broken-symmetry determinant need not realise.

## Derivation for any N

Since x_S < x_N for S < N, and some lower spin has positive weight,

x_N − ⟨x⟩ = Σ p_S (x_N − x_S) > 0.

If E_S = a − J x_S, then ⟨E⟩ = a − J⟨x⟩, because the weights sum to one. Hence

⟨E⟩ − E_N = J (x_N − ⟨x⟩), so R(p) = J.

Conversely, suppose that R(p) has the same value R for all admissible p. The pure spin S < N gives E_S − E_N = R (x_N − x_S), or

E_S = (E_N + R x_N) − R x_S.

This also holds at S = N, so the levels are affine in x_S.

For arbitrary levels, let m and M bound the pure-spin ratios. Then

m (x_N − x_S) ≤ E_S − E_N ≤ M (x_N − x_S).

Averaging over p and dividing by x_N − ⟨x⟩ gives m ≤ R(p) ≤ M.

Biquadratic exchange, a term in (S₁·S₂)², makes the levels quadratic in x_S. For E_S = −J x_S − K x_S², the energy gap is

E_S − E_N = (x_N − x_S)(J + K (x_N + x_S)),

so the pure-spin ratio is J + K (x_N + x_S). The numerical example has J = 1 and K = 0.1. Here J is just minus the coefficient of x_S. For K ≠ 0 it differs from the coupling in −2J S₁·S₂, because (S₁·S₂)² also contributes a term linear in x_S.

## The Lean file

```lean
import Mathlib

open Finset

namespace YamaguchiProjection

noncomputable section

variable {N : ℕ}

/-- The eigenvalue `S(S+1)` of the squared total spin, for `S = 0, ..., N`. -/
def spinSq (S : Fin (N + 1)) : ℝ := ((S : ℕ) : ℝ) * (((S : ℕ) : ℝ) + 1)

/-- The average of a spin-dependent quantity `f` with spin weights `p`. -/
def average (p f : Fin (N + 1) → ℝ) : ℝ := ∑ S, p S * f S

/-- Spin weights of a broken-symmetry state: probabilities that are not concentrated
entirely on the highest spin `N`. -/
structure IsBrokenSymmetry (p : Fin (N + 1) → ℝ) : Prop where
  nonneg : ∀ S, 0 ≤ p S
  sum_one : ∑ S, p S = 1
  last_lt_one : p (Fin.last N) < 1

/-- The Yamaguchi ratio: the energy of the weighted state minus that of the highest spin, divided by
the difference of their squared spins in the opposite order. It is meaningful when the average
squared spin differs from `N(N+1)`; otherwise the denominator is zero and Lean's division returns 0.
-/
def yamaguchi (E p : Fin (N + 1) → ℝ) : ℝ :=
  (average p E - E (Fin.last N)) / (spinSq (Fin.last N) - average p spinSq)

/-- Levels are Heisenberg-like when they are an affine function of `S(S+1)`. -/
def HeisenbergLike (E : Fin (N + 1) → ℝ) : Prop :=
  ∃ a J : ℝ, ∀ S, E S = a - J * spinSq S

/-- The weights of a state of pure spin `T`. -/
def pureSpin (T : Fin (N + 1)) : Fin (N + 1) → ℝ := fun S => if S = T then 1 else 0

/-- Every spin below the highest one has a strictly smaller squared spin. -/
theorem spinSq_lt {S : Fin (N + 1)} (h : S ≠ Fin.last N) :
    spinSq S < spinSq (Fin.last N) := by
  have h1 : (S : ℕ) < N := by
    have h2 := S.isLt
    have h3 : (S : ℕ) ≠ N := fun e => h (Fin.ext e)
    omega
  have h4 : ((S : ℕ) : ℝ) < (N : ℝ) := by exact_mod_cast h1
  have h5 : (0 : ℝ) ≤ ((S : ℕ) : ℝ) := Nat.cast_nonneg _
  unfold spinSq
  rw [Fin.val_last]
  nlinarith

/-- For weights that sum to one, the average of an affine function of `f` is the same
affine function of the average of `f`. -/
theorem average_affine {p : Fin (N + 1) → ℝ} (hp : ∑ S, p S = 1) (a J : ℝ)
    (f : Fin (N + 1) → ℝ) :
    average p (fun S => a - J * f S) = a - J * average p f := by
  have h : ∀ S, p S * (a - J * f S) = p S * a - J * (p S * f S) := by
    intro S
    ring
  simp only [average, h]
  rw [Finset.sum_sub_distrib, ← Finset.sum_mul, ← Finset.mul_sum, hp, one_mul]

/-- A broken-symmetry state has a strictly smaller average squared spin than the
highest-spin state. -/
theorem spin_deficit_pos {p : Fin (N + 1) → ℝ} (hp : IsBrokenSymmetry p) :
    0 < spinSq (Fin.last N) - average p spinSq := by
  -- some lower spin carries positive weight
  have hex : ∃ S, S ≠ Fin.last N ∧ 0 < p S := by
    by_contra hno
    have h1 : ∑ S, p S = p (Fin.last N) :=
      Finset.sum_eq_single (Fin.last N)
        (fun S _ hS => le_antisymm (not_lt.1 fun h => hno ⟨S, hS, h⟩) (hp.nonneg S))
        (fun h => absurd (Finset.mem_univ _) h)
    linarith [hp.sum_one, hp.last_lt_one]
  obtain ⟨T, hT, hpT⟩ := hex
  have hsum : 0 < average p (fun S => spinSq (Fin.last N) - 1 * spinSq S) := by
    simp only [average]
    refine Finset.sum_pos' (fun S _ => mul_nonneg (hp.nonneg S) ?_)
      ⟨T, Finset.mem_univ T, mul_pos hpT ?_⟩
    · rcases eq_or_ne S (Fin.last N) with h | h
      · rw [h]
        linarith
      · linarith [spinSq_lt h]
    · linarith [spinSq_lt hT]
  rw [average_affine hp.sum_one (spinSq (Fin.last N)) 1 spinSq] at hsum
  linarith

/-- A state of pure spin below the highest one is an admissible broken-symmetry state. -/
theorem pureSpin_isBrokenSymmetry {T : Fin (N + 1)} (hT : T ≠ Fin.last N) :
    IsBrokenSymmetry (pureSpin T) where
  nonneg := by
    intro S
    simp only [pureSpin]
    split_ifs <;> norm_num
  sum_one := by simp [pureSpin]
  last_lt_one := by simp [pureSpin, hT.symm]

/-- The gap between level `T` and the highest-spin level is the Yamaguchi ratio of the
pure spin `T` times the difference of the squared spins. -/
theorem level_gap (E : Fin (N + 1) → ℝ) (T : Fin (N + 1)) :
    E T - E (Fin.last N) =
      yamaguchi E (pureSpin T) * (spinSq (Fin.last N) - spinSq T) := by
  have hav : ∀ f : Fin (N + 1) → ℝ, average (pureSpin T) f = f T := by
    intro f
    simp [average, pureSpin]
  rcases eq_or_ne T (Fin.last N) with h | h
  · rw [h]
    ring
  · unfold yamaguchi
    rw [hav, hav, div_mul_cancel₀ _ (sub_pos.2 (spinSq_lt h)).ne']

/-- For levels `a - J S(S+1)`, the Yamaguchi ratio of every broken-symmetry state is `J`. -/
theorem yamaguchi_heisenberg {E p : Fin (N + 1) → ℝ} (hp : IsBrokenSymmetry p) {a J : ℝ}
    (hE : ∀ S, E S = a - J * spinSq S) : yamaguchi E p = J := by
  have hfun : E = fun S => a - J * spinSq S := funext hE
  have hav : average p E = a - J * average p spinSq := by
    rw [hfun, average_affine hp.sum_one]
  unfold yamaguchi
  rw [div_eq_iff (spin_deficit_pos hp).ne', hav, hE (Fin.last N)]
  ring

/-- The Yamaguchi ratio is the same for all broken-symmetry states if and only if the
levels are an affine function of `S(S+1)`. -/
theorem yamaguchi_constant_iff (E : Fin (N + 1) → ℝ) :
    (∀ p q, IsBrokenSymmetry p → IsBrokenSymmetry q → yamaguchi E p = yamaguchi E q) ↔
      HeisenbergLike E := by
  constructor
  · intro h
    by_cases hex : ∃ T : Fin (N + 1), T ≠ Fin.last N
    · -- the ratio of one pure spin fixes the slope for all levels
      obtain ⟨T, hT⟩ := hex
      refine ⟨E (Fin.last N) + yamaguchi E (pureSpin T) * spinSq (Fin.last N),
        yamaguchi E (pureSpin T), fun S => ?_⟩
      rcases eq_or_ne S (Fin.last N) with hS | hS
      · rw [hS]
        ring
      · have hgap := level_gap E S
        rw [h _ _ (pureSpin_isBrokenSymmetry hS) (pureSpin_isBrokenSymmetry hT)] at hgap
        linarith
    · -- a single level is trivially affine
      refine ⟨E (Fin.last N), 0, fun S => ?_⟩
      have hS : S = Fin.last N := by_contra fun h' => hex ⟨S, h'⟩
      rw [hS]
      ring
  · rintro ⟨a, J, hE⟩ p q hp hq
    rw [yamaguchi_heisenberg hp hE, yamaguchi_heisenberg hq hE]

/-- For arbitrary levels, bounds on the Yamaguchi ratios of all pure spins below the highest
one also bound the ratio of every broken-symmetry state. -/
theorem yamaguchi_mem_Icc {E p : Fin (N + 1) → ℝ} (hp : IsBrokenSymmetry p) {m M : ℝ}
    (h : ∀ S, S ≠ Fin.last N → yamaguchi E (pureSpin S) ∈ Set.Icc m M) :
    yamaguchi E p ∈ Set.Icc m M := by
  -- each level lies between two lines through the highest-spin level
  have hb : ∀ S, (E (Fin.last N) + m * spinSq (Fin.last N)) - m * spinSq S ≤ E S ∧
      E S ≤ (E (Fin.last N) + M * spinSq (Fin.last N)) - M * spinSq S := by
    intro S
    rcases eq_or_ne S (Fin.last N) with hS | hS
    · rw [hS]
      constructor <;> linarith
    · have hd := (sub_pos.2 (spinSq_lt hS)).le
      have h1 := mul_le_mul_of_nonneg_right (h S hS).1 hd
      have h2 := mul_le_mul_of_nonneg_right (h S hS).2 hd
      rw [← level_gap] at h1 h2
      constructor <;> linarith
  have mono : ∀ f g : Fin (N + 1) → ℝ, (∀ S, f S ≤ g S) → average p f ≤ average p g := by
    intro f g hfg
    simp only [average]
    exact Finset.sum_le_sum fun S _ => mul_le_mul_of_nonneg_left (hfg S) (hp.nonneg S)
  have hlo := mono _ _ fun S => (hb S).1
  have hhi := mono _ _ fun S => (hb S).2
  rw [average_affine hp.sum_one] at hlo hhi
  unfold yamaguchi
  constructor
  · rw [le_div_iff₀ (spin_deficit_pos hp)]
    linarith
  · rw [div_le_iff₀ (spin_deficit_pos hp)]
    linarith

/-- For levels `-J S(S+1) - K (S(S+1))²`, the Yamaguchi ratio of a pure spin `S` below the
highest spin `N` is `J + K (N(N+1) + S(S+1))`. -/
theorem yamaguchi_biquadratic {E : Fin (N + 1) → ℝ} {J K : ℝ}
    (hE : ∀ S, E S = -J * spinSq S - K * spinSq S ^ 2)
    {S : Fin (N + 1)} (hS : S ≠ Fin.last N) :
    yamaguchi E (pureSpin S) = J + K * (spinSq (Fin.last N) + spinSq S) := by
  apply mul_right_cancel₀ (sub_pos.2 (spinSq_lt hS)).ne'
  rw [← level_gap, hE S, hE (Fin.last N)]
  ring

end

end YamaguchiProjection
```

```lean
#print axioms YamaguchiProjection.yamaguchi_constant_iff
#print axioms YamaguchiProjection.yamaguchi_mem_Icc
#print axioms YamaguchiProjection.yamaguchi_biquadratic
```

```
'YamaguchiProjection.yamaguchi_constant_iff' depends on axioms: [propext, Classical.choice, Quot.sound]
'YamaguchiProjection.yamaguchi_mem_Icc' depends on axioms: [propext, Classical.choice, Quot.sound]
'YamaguchiProjection.yamaguchi_biquadratic' depends on axioms: [propext, Classical.choice, Quot.sound]
```

## From the averages to the equivalence

`spin_deficit_pos` proves that the denominator is positive. It finds a lower spin with positive weight by contradiction, then uses `spinSq_lt` and `Finset.sum_pos'`. `average_affine` supplies the averaging step, and `yamaguchi_heisenberg` combines the two by clearing the denominator.

`level_gap` writes the energy gap as the pure-spin ratio times the difference of the squared spins. In this form it also holds at the top level, where both sides vanish. In `yamaguchi_constant_iff`, one lower spin `T` fixes the slope; constancy carries it to every other `S`, and `linarith` rearranges the gap into the affine form. The case without a lower spin is N = 0.

`yamaguchi_mem_Icc` averages the two bounding lines, using the nonnegative weights to preserve the inequalities. `yamaguchi_biquadratic` multiplies by the nonzero spin difference and finishes with `ring`.
